# First-order and symmetric Trotter steps built from two matrices have the same spectrum

A system with Hamiltonian H + K is often evolved under H and K in turn, each for a short time t. The evolution under H can be done in one piece or split into two halves, one before and one after the evolution under K. Phase estimation then reads energies from the eigenvalues of the chosen step. The question is how these energies depend on the choice.

Set ℏ = 1, A = −iH and B = −iK, so the factor −i sits inside A and B. Except in part (g), A and B may be any complex square matrices of the same finite size, and t is any real number. In the code `n` is the set of basis labels, not a number.

```lean
import Mathlib

open Matrix

namespace TrotterOrderSpectrum

noncomputable section

variable {n : Type*} [Fintype n] [DecidableEq n]
```

Half a time step under A is written S(t), or S for short:

S(t) = exp(tA/2).

```lean
/-- Evolution under the generator `A` for half a time step, `exp(tA/2)`. -/
def halfStep (A : Matrix n n ℂ) (t : ℝ) : Matrix n n ℂ :=
  NormedSpace.exp ((t / 2) • A)
```

The first-order step, also called the Lie–Trotter step, is

L = exp(tA) exp(tB).

```lean
/-- The first-order splitting step `exp(tA) exp(tB)`. -/
def firstOrderStep (A B : Matrix n n ℂ) (t : ℝ) : Matrix n n ℂ :=
  NormedSpace.exp (t • A) * NormedSpace.exp (t • B)
```

The symmetric step, also called the Strang or second-order step, is

T = exp(tA/2) exp(tB) exp(tA/2).

```lean
/-- The symmetric splitting step `exp(tA/2) exp(tB) exp(tA/2)`. -/
def symmetricStep (A B : Matrix n n ℂ) (t : ℝ) : Matrix n n ℂ :=
  halfStep A t * NormedSpace.exp (t • B) * halfStep A t
```

A real number E counts as an energy of a step U if some nonzero vector v satisfies Uv = exp(−iEt) v. For t ≠ 0, E and E + 2π/t give the same phase, so the set contains both or neither. It records no multiplicities.

```lean
/-- The real energies `E` for which `exp(-iEt)` is an eigenvalue of the step `U` of
duration `t`. -/
def stepEnergies (U : Matrix n n ℂ) (t : ℝ) : Set ℝ :=
  {E | ∃ v : n → ℂ, v ≠ 0 ∧ U *ᵥ v = Complex.exp (-(Complex.I * E * t)) • v}
```

## (a) Running the half step backwards

Show that a half step with reversed time undoes the half step:

S(−t) S(t) = 1.

The exponents −tA/2 and tA/2 commute, so the exponentials combine:

exp(−tA/2) exp(tA/2) = exp(−tA/2 + tA/2) = exp(0) = 1.

The invertibility of S is thus derived, with no condition on A. In Lean, `Matrix.exp_add_of_commute` combines the exponentials once the exponents are known to commute.

```lean
/-- A half step backwards in time undoes the half step forwards. -/
theorem halfStep_neg_mul (A : Matrix n n ℂ) (t : ℝ) :
    halfStep A (-t) * halfStep A t = 1 := by
  unfold halfStep
  rw [neg_div, neg_smul,
    ← Matrix.exp_add_of_commute _ _ (Commute.neg_left (Commute.refl ((t / 2) • A))),
    neg_add_cancel, NormedSpace.exp_zero]
```

## (b) Joining two half steps

Show that two half steps make a full one:

S² = exp(tA).

The matrix tA/2 commutes with itself, so

exp(tA/2) exp(tA/2) = exp(tA/2 + tA/2) = exp(tA).

```lean
/-- Two half steps under `A` make one full step. -/
theorem halfStep_mul_self (A : Matrix n n ℂ) (t : ℝ) :
    halfStep A t * halfStep A t = NormedSpace.exp (t • A) := by
  unfold halfStep
  rw [← Matrix.exp_add_of_commute _ _ (Commute.refl ((t / 2) • A)), ← add_smul, add_halves]
```

## (c) Moving the half step through N steps

Show that for every N = 0, 1, 2, …

S Tᴺ = Lᴺ S.

For one step, part (b) gives

S T = S S exp(tB) S = exp(tA) exp(tB) S = L S.

If the relation holds for N, then

S Tᴺ⁺¹ = (S Tᴺ) T = Lᴺ S T = Lᴺ L S = Lᴺ⁺¹ S,

and N = 0 reads S = S.

Lean takes the induction from Mathlib. `SemiconjBy a x y` is the statement a x = y a, and `pow_right` turns it into a xᴺ = yᴺ a. Only the one-step relation `h` has to be proved, by inserting S² for exp(tA) and regrouping the factors. The device needs no inverse of a. Since `SemiconjBy` unfolds to the plain equation, `h.pow_right N` is accepted as the result.

```lean
/-- The half step carries `N` symmetric steps into `N` first-order steps. -/
theorem halfStep_intertwines (A B : Matrix n n ℂ) (t : ℝ) (N : ℕ) :
    halfStep A t * symmetricStep A B t ^ N = firstOrderStep A B t ^ N * halfStep A t := by
  -- one step: both sides are S S exp(tB) S
  have h : SemiconjBy (halfStep A t) (symmetricStep A B t) (firstOrderStep A B t) := by
    unfold SemiconjBy symmetricStep firstOrderStep
    rw [← halfStep_mul_self A t]
    simp only [mul_assoc]
  exact h.pow_right N
```

## (d) Similarity and characteristic polynomials

Show that the N-th powers are similar through S and share their characteristic polynomial:

Tᴺ = S⁻¹ Lᴺ S,  det(x − Tᴺ) = det(x − Lᴺ).

By part (a), S⁻¹ = S(−t). Multiplying the relation of part (c) by it from the left gives the first equation.

For the second, put P = S⁻¹ and Q = Lᴺ S, so that PQ = Tᴺ and QP = Lᴺ S S⁻¹ = Lᴺ. Since P is invertible,

x − QP = P⁻¹ (x − PQ) P,

and the determinants of P⁻¹ and P cancel. The eigenvalues therefore agree with their algebraic multiplicities.

The Lean proof first identifies the matrix inverse with `halfStep A (-t)`. It then exchanges the two factors with `Matrix.charpoly_mul_comm`. The remaining product S S(−t) is 1 because a left inverse of a square matrix is also a right inverse, which is the role of `mul_eq_one_comm`.

```lean
/-- After any number `N` of steps, symmetric and first-order splitting are similar through
`exp(tA/2)`, and their characteristic polynomials are equal. -/
theorem splittings_similar (A B : Matrix n n ℂ) (t : ℝ) (N : ℕ) :
    symmetricStep A B t ^ N = (halfStep A t)⁻¹ * firstOrderStep A B t ^ N * halfStep A t ∧
    (symmetricStep A B t ^ N).charpoly = (firstOrderStep A B t ^ N).charpoly := by
  have hinv : (halfStep A t)⁻¹ = halfStep A (-t) :=
    Matrix.inv_eq_left_inv (halfStep_neg_mul A t)
  have hsim : symmetricStep A B t ^ N =
      halfStep A (-t) * (firstOrderStep A B t ^ N * halfStep A t) := by
    rw [← halfStep_intertwines, ← mul_assoc, halfStep_neg_mul, one_mul]
  refine ⟨by rw [hinv, mul_assoc]; exact hsim, ?_⟩
  -- the characteristic polynomial does not change under cyclic exchange of two factors
  rw [hsim, Matrix.charpoly_mul_comm, mul_assoc,
    mul_eq_one_comm.mp (halfStep_neg_mul A t), mul_one]
```

## (e) Matching the eigenvectors

Show that for every vector v and complex number z

Tᴺ v = z v  ⇔  Lᴺ (Sv) = z (Sv).

By part (c), Lᴺ S v = S Tᴺ v, so the right-hand equation says

S (Tᴺ v) = S (z v).

It follows from the left-hand equation by applying S, and gives it back on applying S(−t). The two directions in Lean are these two operations. The vector v = 0 is allowed here; for v ≠ 0, Sv is nonzero too, and eigenvectors correspond to eigenvectors.

```lean
/-- A vector `v` satisfies the eigenvalue equation of `N` symmetric steps exactly when
`exp(tA/2) v` satisfies that of `N` first-order steps, with the same eigenvalue. -/
theorem eigenvector_iff (A B : Matrix n n ℂ) (t : ℝ) (N : ℕ) (v : n → ℂ) (z : ℂ) :
    symmetricStep A B t ^ N *ᵥ v = z • v ↔
      firstOrderStep A B t ^ N *ᵥ (halfStep A t *ᵥ v) = z • (halfStep A t *ᵥ v) := by
  rw [Matrix.mulVec_mulVec, ← halfStep_intertwines, ← Matrix.mulVec_mulVec,
    ← Matrix.mulVec_smul]
  constructor
  · intro h
    rw [h]
  · intro h
    -- undo the half step on both sides
    have h' := congrArg (fun w => halfStep A (-t) *ᵥ w) h
    simpa only [Matrix.mulVec_mulVec, ← mul_assoc, halfStep_neg_mul, one_mul,
      Matrix.one_mulVec] using h'
```

## (f) Equal sets of energies

Show that

{energies of T} = {energies of L}.

Let E be an energy of T with eigenvector v. Part (e) with N = 1 and z = exp(−iEt) gives L(Sv) = z(Sv). The vector Sv is nonzero, since Sv = 0 would give v = S(−t)Sv = 0.

Conversely, let w be an eigenvector of L for E, and take v = S(−t)w. Then Sv = w, so part (e) gives Tv = zv. If v were zero, w = Sv would be zero as well. The Lean proof makes the same two choices of partner vector.

The theorem says which energies can occur. The step from there to a measured histogram involves the overlap of the input state with each eigenvector, which this set does not contain.

```lean
/-- The energies encoded in the eigenvalues `exp(-iEt)` are the same for the symmetric and
the first-order step. -/
theorem stepEnergies_eq (A B : Matrix n n ℂ) (t : ℝ) :
    stepEnergies (symmetricStep A B t) t = stepEnergies (firstOrderStep A B t) t := by
  have key := fun v z => eigenvector_iff A B t 1 v z
  simp only [pow_one] at key
  ext E
  constructor
  · rintro ⟨v, hv, h⟩
    refine ⟨halfStep A t *ᵥ v, fun h0 => hv ?_, (key v _).mp h⟩
    have h1 := congrArg (fun w => halfStep A (-t) *ᵥ w) h0
    simpa only [Matrix.mulVec_mulVec, halfStep_neg_mul, Matrix.one_mulVec,
      Matrix.mulVec_zero] using h1
  · rintro ⟨w, hw, h⟩
    -- the partner eigenvector is w moved back by half a step
    have hback : halfStep A t *ᵥ (halfStep A (-t) *ᵥ w) = w := by
      rw [Matrix.mulVec_mulVec, mul_eq_one_comm.mp (halfStep_neg_mul A t),
        Matrix.one_mulVec]
    refine ⟨halfStep A (-t) *ᵥ w, fun h0 => hw ?_, (key _ _).mpr ?_⟩
    · rw [← hback, h0, Matrix.mulVec_zero]
    · rw [hback]
      exact h
```

## (g) The signal from an arbitrary input

Let A = −iH with H Hermitian. Show that for every v and N

⟨v, Tᴺ v⟩ = ⟨Sv, Lᴺ Sv⟩.

The inner product is conjugate-linear in its first entry, written `star v ⬝ᵥ w` in the code. Since H† = H,

S(t)† = exp(−iHt/2)† = exp(iHt/2) = S(−t).

Parts (c) and (a) then give

⟨Sv, Lᴺ Sv⟩ = ⟨v, S† Lᴺ S v⟩ = ⟨v, S(−t) S Tᴺ v⟩ = ⟨v, Tᴺ v⟩.

The vector v need not be normalised. The case N = 0 shows that Sv has the same norm as v, so for v ≠ 0 both normalised signals are obtained by dividing by ⟨v, v⟩. B is still arbitrary; a unitary step is obtained when K is Hermitian too.

In Lean, `hadj` is the formula for S†. The final rewriting turns the right-hand side of the goal, ⟨Sv, Lᴺ Sv⟩, into the left-hand side by the steps of the chain above, except that part (c) is used before S is moved to the other side of the inner product.

```lean
/-- For `A = -iH` with `H` Hermitian, the signal `⟨v, Uᴺ v⟩` of the symmetric step equals
that of the first-order step with the input `v` replaced by `exp(-iHt/2) v`. -/
theorem phase_signal_eq (H B : Matrix n n ℂ) (hH : H.IsHermitian) (t : ℝ) (N : ℕ)
    (v : n → ℂ) :
    star v ⬝ᵥ (symmetricStep (-Complex.I • H) B t ^ N *ᵥ v) =
      star (halfStep (-Complex.I • H) t *ᵥ v) ⬝ᵥ
        (firstOrderStep (-Complex.I • H) B t ^ N *ᵥ (halfStep (-Complex.I • H) t *ᵥ v)) := by
  -- the adjoint of the half step is the half step backwards in time
  have hadj : (halfStep (-Complex.I • H) t)ᴴ = halfStep (-Complex.I • H) (-t) := by
    unfold halfStep
    rw [← Matrix.exp_conjTranspose]
    congr 1
    simp [Matrix.conjTranspose_smul, hH.eq, neg_div]
  rw [Matrix.mulVec_mulVec, ← halfStep_intertwines, Matrix.star_mulVec,
    ← Matrix.dotProduct_mulVec, Matrix.mulVec_mulVec, hadj, ← mul_assoc,
    halfStep_neg_mul, one_mul]
```

## (h) When the two steps are the same operator

Show that

T = L  ⇔  S exp(tB) = exp(tB) S.

Written with S, the equation T = L is

S exp(tB) S = S S exp(tB).

Cancelling the leftmost S with S(−t) leaves exp(tB) S = S exp(tB). Multiplying this by S from the left restores the equation. Commuting A and B are sufficient but not necessary: at a particular t, exp(tB) may be the identity.

```lean
/-- The two splitting steps are equal as operators exactly when `exp(tA/2)` commutes with
`exp(tB)`. -/
theorem steps_eq_iff_commute (A B : Matrix n n ℂ) (t : ℝ) :
    symmetricStep A B t = firstOrderStep A B t ↔
      Commute (halfStep A t) (NormedSpace.exp (t • B)) := by
  unfold symmetricStep firstOrderStep
  rw [← halfStep_mul_self A t]
  constructor
  · intro h
    -- cancel the leftmost half step
    have h' := congrArg (fun M => halfStep A (-t) * M) h
    simp only [← mul_assoc, halfStep_neg_mul, one_mul] at h'
    exact h'.symm
  · intro h
    rw [mul_assoc, mul_assoc, h.eq]

end

end TrotterOrderSpectrum
```

```lean
#print axioms TrotterOrderSpectrum.eigenvector_iff
#print axioms TrotterOrderSpectrum.stepEnergies_eq
#print axioms TrotterOrderSpectrum.phase_signal_eq
#print axioms TrotterOrderSpectrum.steps_eq_iff_commute
```

```
'TrotterOrderSpectrum.eigenvector_iff' depends on axioms: [propext, Classical.choice, Quot.sound]
'TrotterOrderSpectrum.stepEnergies_eq' depends on axioms: [propext, Classical.choice, Quot.sound]
'TrotterOrderSpectrum.phase_signal_eq' depends on axioms: [propext, Classical.choice, Quot.sound]
'TrotterOrderSpectrum.steps_eq_iff_commute' depends on axioms: [propext, Classical.choice, Quot.sound]
```

## Phase estimation for a finite Hubbard lattice

For a finite Hubbard lattice, H can be the on-site repulsion and K the hopping. For N ≥ 1, neighbouring half steps in the symmetric circuit merge:

Tᴺ = S exp(tB) [exp(tA) exp(tB)]ᴺ⁻¹ S.

Phase estimation applies controlled powers of the step to an input v. By part (g), one can apply S to v once, without control, and then use controlled powers of L. The outcome probabilities depend only on the signals ⟨v, Uᴺ v⟩ and their complex conjugates, so the histogram is that of the symmetric step with input v. If S is left out, the possible energies stay the same, but their weights can change.

The theorems compare the two steps with each other and give no bound on their distance from exp(t(A + B)). The usual small-t expansion gives the order of the error in the energies: the effective Hamiltonian of the symmetric step deviates from H + K only from order t² on, so the energies read from the first-order step are also free of an error linear in t.
